# Vector potential and gauge-invariant geometric term of a molecular state $\chi(R)\Phi(R)$ with normalised $\Phi$

Q: I have a nuclear amplitude $\chi$ and an electronic state $\Phi$ on a grid along one nuclear coordinate $R$, and I want to give a trajectory its starting momentum. With $\hbar=1$ and $\chi(R)\neq0$, I take the phase gradient of $\chi$ and add $A=-i\langle\Phi,\Phi'\rangle$. That step needs $A$ to be real. It also needs the sum to be the current of the full state $\Psi=\chi\Phi$, taken as $\mathrm{Im}\langle\Psi,\Psi'\rangle$ without the factor $1/M$ for a nuclear mass $M$, divided by the density $|\chi|^2$. Does the Lean file deal with my objects, or with something that only resembles them?

A: It deals with $\chi$ and $\Phi$ as functions of a continuous $R$, with exact derivatives. Finite differences on your grid satisfy the identities below only approximately in general. Start with the space. `E` is any complex inner-product space, of finite or infinite dimension, so it can hold square-integrable functions of the electron coordinates. The inner product is conjugate-linear in its first slot, as in Dirac notation.

```lean
import Mathlib

open Complex ComplexConjugate

namespace ExactFactorization

noncomputable section

variable {E : Type*} [NormedAddCommGroup E] [InnerProductSpace ℂ E]
```

The molecular state assigns to each nuclear position $r$ the electronic vector $\chi(r)\Phi(r)$.

```lean
/-- The molecular state `Ψ(R) = χ(R) Φ(R)`: a nuclear amplitude times an electronic state. -/
def molecularState (χ : ℝ → ℂ) (Φ : ℝ → E) : ℝ → E := fun r => χ r • Φ r
```

Q: The next definition takes a real part. Doesn't that put in by hand the reality I asked about?

```lean
/-- The vector potential `A(R)`, the real part of `-i⟨Φ, Φ'⟩`. -/
def vectorPotential (Φ : ℝ → E) (R : ℝ) : ℝ := (-I * inner ℂ (Φ R) (deriv Φ R)).re
```

A: It would if nothing more were said, but `connection_real` below shows that the discarded imaginary part is zero. The other two definitions are the geometric term $g=\|\Phi'\|^2-A^2$ and the gauge change $\Phi\to e^{i\theta}\Phi$ with a real function $\theta$.

```lean
/-- The geometric term `g(R) = ‖Φ'‖² - A²` of the electronic state. -/
def geometricTerm (Φ : ℝ → E) (R : ℝ) : ℝ := ‖deriv Φ R‖ ^ 2 - vectorPotential Φ R ^ 2

/-- The gauge change `Φ(R) → exp(iθ(R)) Φ(R)`. -/
def gaugeChange (θ : ℝ → ℝ) (Φ : ℝ → E) : ℝ → E := fun r => cexp (θ r * I) • Φ r
```

Q: So why is $A$ real?

A: Because $\Phi$ is normalised at every nuclear position. Differentiate $\langle\Phi,\Phi\rangle=1$:
$$\langle\Phi,\Phi'\rangle+\langle\Phi',\Phi\rangle=0.$$
The second term is the complex conjugate of the first, so $2\,\mathrm{Re}\langle\Phi,\Phi'\rangle=0$. Hence $\langle\Phi,\Phi'\rangle=iA$ with $A$ real.

Two lemmas come first. One turns $\|u\|=1$ into $\langle u,u\rangle=1$. The other is Pythagoras: for a unit vector $u$ and $w\perp u$, $\|au+bw\|^2=|a|^2+|b|^2\|w\|^2$.

```lean
lemma inner_self_unit {u : E} (hu : ‖u‖ = 1) : inner ℂ u u = (1 : ℂ) := by
  rw [inner_self_eq_norm_sq_to_K, hu]
  simp

/-- Pythagoras for a superposition of a unit vector and a vector orthogonal to it. -/
lemma norm_sq_superposition {u w : E} (hu : ‖u‖ = 1) (h : inner ℂ u w = (0 : ℂ)) (a b : ℂ) :
    ‖a • u + b • w‖ ^ 2 = ‖a‖ ^ 2 + ‖b‖ ^ 2 * ‖w‖ ^ 2 := by
  rw [norm_add_sq (𝕜 := ℂ), inner_smul_left, inner_smul_right, h, norm_smul, norm_smul, hu]
  simp only [mul_zero, map_zero, mul_one, add_zero, mul_pow]
```

In the theorem, `hd` is the product rule for the inner product, and `hc` says that the differentiated function is constant. Uniqueness of the derivative then gives the displayed equation, and its real part finishes the argument.

```lean
/-- For normalised electronic states, `-i⟨Φ, Φ'⟩` is real and equals the vector potential. -/
theorem connection_real {Φ : ℝ → E} {R : ℝ} (hn : ∀ r, ‖Φ r‖ = 1)
    (hΦ : DifferentiableAt ℝ Φ R) :
    -I * inner ℂ (Φ R) (deriv Φ R) = (vectorPotential Φ R : ℂ) := by
  -- differentiate the normalisation condition
  have hd := HasDerivAt.inner ℂ hΦ.hasDerivAt hΦ.hasDerivAt
  have hc : (fun t => inner ℂ (Φ t) (Φ t)) = fun _ : ℝ => (1 : ℂ) :=
    funext fun t => inner_self_unit (hn t)
  rw [hc] at hd
  have h0 := hd.unique (hasDerivAt_const R (1 : ℂ))
  rw [← inner_conj_symm (deriv Φ R) (Φ R)] at h0
  have h1 := congrArg Complex.re h0
  simp only [Complex.add_re, Complex.conj_re, Complex.zero_re] at h1
  have h2 : (inner ℂ (Φ R) (deriv Φ R)).re = 0 := by linarith
  apply Complex.ext
  · simp [vectorPotential]
  · simp [h2]
```

Q: What does the hypothesis `hn` stand for physically?

A: It says that the electronic state is normalised separately at each nuclear position, which makes $|\chi|^2$ the nuclear density. It is assumed, as is the factorisation itself. Differentiability is needed only at the point $R$, but for $\Phi$ it is meant in the norm of `E`, which for electronic wavefunctions is not the same as differentiability at each electron position.

Q: And $g$? A difference of squares could be negative.

A: Remove from $\Phi'$ its component along $\Phi$ and call the rest $w=\Phi'-iA\Phi$. Then
$$\langle\Phi,w\rangle=\langle\Phi,\Phi'\rangle-iA\langle\Phi,\Phi\rangle=iA-iA=0.$$
Since $\Phi'=iA\Phi+w$, Pythagoras gives $\|\Phi'\|^2=A^2+\|w\|^2$, so $g=\|w\|^2\ge0$. It vanishes exactly when $w=0$, that is, when $\Phi'=iA\Phi$.

The file goes the same way: `inner_deriv` records $\langle\Phi,\Phi'\rangle=iA$, `inner_residual` is the orthogonality, and `norm_sq_residual` applies Pythagoras with coefficients $iA$ and $1$.

```lean
lemma inner_deriv {Φ : ℝ → E} {R : ℝ} (hn : ∀ r, ‖Φ r‖ = 1) (hΦ : DifferentiableAt ℝ Φ R) :
    inner ℂ (Φ R) (deriv Φ R) = I * (vectorPotential Φ R : ℂ) := by
  linear_combination I * connection_real hn hΦ + inner ℂ (Φ R) (deriv Φ R) * I_sq

lemma inner_residual {Φ : ℝ → E} {R : ℝ} (hn : ∀ r, ‖Φ r‖ = 1) (hΦ : DifferentiableAt ℝ Φ R) :
    inner ℂ (Φ R) (deriv Φ R - (I * (vectorPotential Φ R : ℂ)) • Φ R) = (0 : ℂ) := by
  rw [inner_sub_right, inner_smul_right, inner_self_unit (hn R), inner_deriv hn hΦ]
  ring

/-- The geometric term is the squared length of `Φ' - iAΦ`. -/
theorem norm_sq_residual {Φ : ℝ → E} {R : ℝ} (hn : ∀ r, ‖Φ r‖ = 1)
    (hΦ : DifferentiableAt ℝ Φ R) :
    ‖deriv Φ R - (I * (vectorPotential Φ R : ℂ)) • Φ R‖ ^ 2 = geometricTerm Φ R := by
  have h := norm_sq_superposition (hn R) (inner_residual hn hΦ)
    (I * (vectorPotential Φ R : ℂ)) 1
  rw [one_smul, add_sub_cancel, norm_mul, norm_I, Complex.norm_real, Real.norm_eq_abs,
    one_mul, sq_abs, norm_one] at h
  unfold geometricTerm
  linarith

/-- The geometric term is nonnegative, and it vanishes exactly when `Φ' = iAΦ`. -/
theorem geometricTerm_nonneg_and_eq_zero_iff {Φ : ℝ → E} {R : ℝ} (hn : ∀ r, ‖Φ r‖ = 1)
    (hΦ : DifferentiableAt ℝ Φ R) :
    0 ≤ geometricTerm Φ R ∧
      (geometricTerm Φ R = 0 ↔ deriv Φ R = (I * (vectorPotential Φ R : ℂ)) • Φ R) := by
  rw [← norm_sq_residual hn hΦ]
  exact ⟨sq_nonneg _, by rw [pow_eq_zero_iff two_ne_zero, norm_eq_zero, sub_eq_zero]⟩
```

Q: What is the smallest case?

A: A one-dimensional `E`. Nothing nonzero is orthogonal to $\Phi$ there, so $w=0$ and $g=0$, while $A$ can still be nonzero through the phase of $\Phi$.

Q: Now the current, which is what my momentum rests on.

A: The product rule gives $\Psi'=\chi'\Phi+\chi\Phi'$. Therefore
$$\langle\Psi,\Psi'\rangle=\chi^*\chi'\langle\Phi,\Phi\rangle+|\chi|^2\langle\Phi,\Phi'\rangle=\chi^*\chi'+i|\chi|^2A,$$
and the imaginary part is
$$\mathrm{Im}\langle\Psi,\Psi'\rangle=\mathrm{Im}(\chi^*\chi')+|\chi|^2A.$$
Write $\chi=|\chi|e^{iS}$ near a point where $\chi\ne0$. Dividing by $|\chi|^2$ leaves $S'+A$, your starting momentum. In `current_eq`, `h` is the complex identity and the last line takes its imaginary part.

```lean
lemma deriv_molecularState {χ : ℝ → ℂ} {Φ : ℝ → E} {R : ℝ} (hχ : DifferentiableAt ℝ χ R)
    (hΦ : DifferentiableAt ℝ Φ R) :
    deriv (molecularState χ Φ) R = χ R • deriv Φ R + deriv χ R • Φ R :=
  (hχ.hasDerivAt.smul hΦ.hasDerivAt).deriv

/-- For normalised electronic states, the current `Im⟨Ψ, Ψ'⟩` of the molecular state, taken without
the factor 1/mass, is `Im(χ* χ')` plus `|χ|² A`. -/
theorem current_eq {χ : ℝ → ℂ} {Φ : ℝ → E} {R : ℝ} (hn : ∀ r, ‖Φ r‖ = 1)
    (hχ : DifferentiableAt ℝ χ R) (hΦ : DifferentiableAt ℝ Φ R) :
    (inner ℂ (molecularState χ Φ R) (deriv (molecularState χ Φ) R)).im =
      (conj (χ R) * deriv χ R).im + ‖χ R‖ ^ 2 * vectorPotential Φ R := by
  have h : inner ℂ (molecularState χ Φ R) (deriv (molecularState χ Φ) R) =
      conj (χ R) * deriv χ R + ((‖χ R‖ ^ 2 * vectorPotential Φ R : ℝ) : ℂ) * I := by
    rw [deriv_molecularState hχ hΦ, molecularState, inner_smul_left, inner_add_right,
      inner_smul_right, inner_smul_right, inner_self_unit (hn R), inner_deriv hn hΦ]
    push_cast
    linear_combination (I * (vectorPotential Φ R : ℂ)) * Complex.conj_mul' (χ R)
  rw [h, Complex.add_im, Complex.mul_I_im, Complex.ofReal_re]
```

Q: Does $g$ enter the energy?

A: Yes, through the kinetic density. Split $\Psi'$ along $\Phi$ and $w$:
$$\Psi'=\chi'\Phi+\chi(iA\Phi+w)=(\chi'+iA\chi)\Phi+\chi w.$$
The first coefficient equals $i(-i\chi'+A\chi)$, and the factor $i$ has modulus one. Since $\Phi$ is normalised and orthogonal to $w$, Pythagoras gives
$$\|\Psi'\|^2=|-i\chi'+A\chi|^2+|\chi|^2g.$$
For one coordinate with nuclear mass $M$, multiplying by $1/(2M)$ gives the nuclear kinetic energy density, in which $g/(2M)$ acts as a scalar potential weighted by $|\chi|^2$. In the proof, `module` checks the splitting of the vector and `hI` pulls out the factor $i$.

```lean
/-- The kinetic density `‖Ψ'‖²` is the sum of the nuclear part `|(-i∂ + A)χ|²` and `|χ|²`
times the geometric term of the electronic state. -/
theorem kinetic_decomposition {χ : ℝ → ℂ} {Φ : ℝ → E} {R : ℝ} (hn : ∀ r, ‖Φ r‖ = 1)
    (hχ : DifferentiableAt ℝ χ R) (hΦ : DifferentiableAt ℝ Φ R) :
    ‖deriv (molecularState χ Φ) R‖ ^ 2 =
      ‖-I * deriv χ R + vectorPotential Φ R * χ R‖ ^ 2 + ‖χ R‖ ^ 2 * geometricTerm Φ R := by
  -- split the derivative along the electronic state and orthogonally to it
  have h : χ R • deriv Φ R + deriv χ R • Φ R =
      (deriv χ R + I * vectorPotential Φ R * χ R) • Φ R +
        χ R • (deriv Φ R - (I * (vectorPotential Φ R : ℂ)) • Φ R) := by
    module
  have hI : deriv χ R + I * vectorPotential Φ R * χ R =
      I * (-I * deriv χ R + vectorPotential Φ R * χ R) := by
    linear_combination deriv χ R * I_sq
  rw [deriv_molecularState hχ hΦ, h, norm_sq_superposition (hn R) (inner_residual hn hΦ),
    norm_sq_residual hn hΦ, hI, norm_mul, norm_I, one_mul]
```

Q: My electronic-structure code returns $\Phi$ with an arbitrary phase at each grid point. I smooth the phase before differentiating, but the smooth choice is not unique. What depends on it?

A: Let $\Phi$ be one smooth choice and $\tilde\Phi=e^{i\theta}\Phi$ another, with $\theta$ differentiable at $R$. Then $\tilde\Phi'=e^{i\theta}(\Phi'+i\theta'\Phi)$. The phases cancel in the inner product:
$$\langle\tilde\Phi,\tilde\Phi'\rangle=\langle\Phi,\Phi'\rangle+i\theta'=i(A+\theta').$$
So $\tilde A=A+\theta'$. The orthogonal part becomes
$$\tilde w=e^{i\theta}\bigl(\Phi'+i\theta'\Phi-i(A+\theta')\Phi\bigr)=e^{i\theta}w.$$
Its length is unchanged, and so is $g$.

In the code, `he` is the cancellation $e^{-i\theta}e^{i\theta}=1$. The shift theorem assumes normalisation only at $R$, where it gives $\langle\Phi,\Phi\rangle=1$ in the term with $\theta'$. The invariance theorem first checks that the new state is normalised everywhere, then compares the two orthogonal parts.

```lean
lemma hasDerivAt_gaugeChange {θ : ℝ → ℝ} {Φ : ℝ → E} {R : ℝ} (hθ : DifferentiableAt ℝ θ R)
    (hΦ : DifferentiableAt ℝ Φ R) :
    HasDerivAt (gaugeChange θ Φ) (cexp (θ R * I) • deriv Φ R +
      (cexp (θ R * I) * (((deriv θ R : ℝ) : ℂ) * I)) • Φ R) R :=
  (hθ.hasDerivAt.ofReal_comp.mul_const I).cexp.smul hΦ.hasDerivAt

/-- The gauge change `Φ → exp(iθ)Φ` shifts the vector potential by `θ'`. -/
theorem vectorPotential_gaugeChange {θ : ℝ → ℝ} {Φ : ℝ → E} {R : ℝ} (hn : ‖Φ R‖ = 1)
    (hθ : DifferentiableAt ℝ θ R) (hΦ : DifferentiableAt ℝ Φ R) :
    vectorPotential (gaugeChange θ Φ) R = vectorPotential Φ R + deriv θ R := by
  have he : conj (cexp (θ R * I)) * cexp (θ R * I) = 1 := by
    rw [Complex.conj_mul', Complex.norm_exp_ofReal_mul_I]
    simp
  have h : -I * inner ℂ (gaugeChange θ Φ R) (deriv (gaugeChange θ Φ) R) =
      -I * inner ℂ (Φ R) (deriv Φ R) + ((deriv θ R : ℝ) : ℂ) := by
    rw [(hasDerivAt_gaugeChange hθ hΦ).deriv, gaugeChange, inner_smul_left, inner_add_right,
      inner_smul_right, inner_smul_right, inner_self_unit hn]
    linear_combination (-I * (inner ℂ (Φ R) (deriv Φ R) + ((deriv θ R : ℝ) : ℂ) * I)) * he -
      ((deriv θ R : ℝ) : ℂ) * I_sq
  unfold vectorPotential
  rw [h, Complex.add_re, Complex.ofReal_re]

/-- The geometric term is unchanged by the gauge change `Φ → exp(iθ)Φ`. -/
theorem geometricTerm_gaugeChange {θ : ℝ → ℝ} {Φ : ℝ → E} {R : ℝ} (hn : ∀ r, ‖Φ r‖ = 1)
    (hθ : DifferentiableAt ℝ θ R) (hΦ : DifferentiableAt ℝ Φ R) :
    geometricTerm (gaugeChange θ Φ) R = geometricTerm Φ R := by
  have hn' : ∀ r, ‖gaugeChange θ Φ r‖ = 1 := fun r => by
    rw [gaugeChange, norm_smul, Complex.norm_exp_ofReal_mul_I, one_mul, hn r]
  have hg := hasDerivAt_gaugeChange hθ hΦ
  -- the part of the derivative orthogonal to the state only acquires a phase
  have h : deriv (gaugeChange θ Φ) R -
      (I * (vectorPotential (gaugeChange θ Φ) R : ℂ)) • gaugeChange θ Φ R =
      cexp (θ R * I) • (deriv Φ R - (I * (vectorPotential Φ R : ℂ)) • Φ R) := by
    rw [hg.deriv, vectorPotential_gaugeChange (hn R) hθ hΦ, gaugeChange, Complex.ofReal_add]
    module
  rw [← norm_sq_residual hn' hg.differentiableAt, h, norm_smul,
    Complex.norm_exp_ofReal_mul_I, one_mul, norm_sq_residual hn hΦ]
```

Q: But `gaugeChange` acts on $\Phi$ alone. That changes $\Psi$.

A: It does. To keep $\Psi$ fixed you also replace $\chi$ by $e^{-i\theta}\chi$. The phase gradient then falls by $\theta'$ while $A$ rises by $\theta'$, so your momentum stays the same. The file states the electronic half of this change; the compensation by $\chi$ is the short calculation just given.

Q: Could $g$ be zero for every state of interest?

A: No. Take orthonormal electronic states $u,v$ that do not depend on $R$, and a real mixing angle $\alpha(R)$, differentiable at $R$:
$$\Phi=\cos\alpha\,u+\sin\alpha\,v,\qquad \Phi'=\alpha'(-\sin\alpha\,u+\cos\alpha\,v).$$
Then $\langle\Phi,\Phi'\rangle=\alpha'(-\cos\alpha\sin\alpha+\sin\alpha\cos\alpha)=0$, so $A=0$. Also $g=\|\Phi'\|^2=\alpha'^2(\sin^2\alpha+\cos^2\alpha)=\alpha'^2$. In this two-state model with one coordinate, a rapid change of electronic character, as at a narrow avoided crossing, produces a large geometric term even though the vector potential vanishes.

The Lean proof computes the derivative in `hd`, shows that the inner product is zero in `hA`, and finishes with Pythagoras and $\sin^2\alpha+\cos^2\alpha=1$.

```lean
/-- For two orthonormal electronic states mixed by a real angle `α(R)`, the vector potential
is zero and the geometric term is `α'²`. -/
theorem two_state_mixing {u v : E} (hu : ‖u‖ = 1) (hv : ‖v‖ = 1) (huv : inner ℂ u v = (0 : ℂ))
    {α : ℝ → ℝ} {R : ℝ} (hα : DifferentiableAt ℝ α R) :
    let Φ : ℝ → E := fun r => (Real.cos (α r) : ℂ) • u + (Real.sin (α r) : ℂ) • v
    vectorPotential Φ R = 0 ∧ geometricTerm Φ R = deriv α R ^ 2 := by
  intro Φ
  have hd : deriv Φ R = ((-Real.sin (α R) * deriv α R : ℝ) : ℂ) • u +
      ((Real.cos (α R) * deriv α R : ℝ) : ℂ) • v :=
    ((hα.hasDerivAt.cos.ofReal_comp.smul_const u).add
      (hα.hasDerivAt.sin.ofReal_comp.smul_const v)).deriv
  have hvu : inner ℂ v u = (0 : ℂ) := by rw [← inner_conj_symm, huv, map_zero]
  have hA : vectorPotential Φ R = 0 := by
    have h : inner ℂ (Φ R) (deriv Φ R) = (0 : ℂ) := by
      rw [hd]
      simp only [Φ, inner_add_left, inner_add_right, inner_smul_left, inner_smul_right,
        inner_self_unit hu, inner_self_unit hv, huv, hvu, Complex.conj_ofReal]
      push_cast
      ring
    rw [vectorPotential, h, mul_zero, Complex.zero_re]
  refine ⟨hA, ?_⟩
  rw [geometricTerm, hA, hd, norm_sq_superposition hu huv, hv, Complex.norm_real,
    Complex.norm_real, Real.norm_eq_abs, Real.norm_eq_abs, sq_abs, sq_abs]
  linear_combination deriv α R ^ 2 * Real.sin_sq_add_cos_sq (α R)

end

end ExactFactorization
```

```lean
#print axioms ExactFactorization.current_eq
-- 'ExactFactorization.current_eq' depends on axioms: [propext, Classical.choice, Quot.sound]
#print axioms ExactFactorization.kinetic_decomposition
-- 'ExactFactorization.kinetic_decomposition' depends on axioms: [propext, Classical.choice, Quot.sound]
#print axioms ExactFactorization.geometricTerm_gaugeChange
-- 'ExactFactorization.geometricTerm_gaugeChange' depends on axioms: [propext, Classical.choice, Quot.sound]
#print axioms ExactFactorization.two_state_mixing
-- 'ExactFactorization.two_state_mixing' depends on axioms: [propext, Classical.choice, Quot.sound]
```

Q: The namespace is `ExactFactorization`. Have I now got the whole exact-factorisation theory?

A: No. You have pointwise identities for a state that is already factorised, along one real coordinate. There is no Hamiltonian, no time dependence and no equation of motion for $\chi$ or $\Phi$, and nothing says that a given $\Psi$ has differentiable factors, which is a delicate matter where $\Psi(R)=0$.

Q: And with several nuclear coordinates?

A: The same orthogonal projection gives a neighbouring result by hand. For coordinates labelled $\mu,\nu$, set $A_\mu=-i\langle\Phi,\partial_\mu\Phi\rangle$ and $w_\mu=\partial_\mu\Phi-iA_\mu\Phi$. Under a gauge change every $w_\mu$ acquires the same phase, so
$$\langle w_\mu,w_\nu\rangle=\langle\partial_\mu\Phi,\partial_\nu\Phi\rangle-A_\mu A_\nu$$
is gauge invariant. For a single coordinate it reduces to $g$.
